# A closed form for the Gaussian integral of r³ i₁(ar), and its use in a semilocal p-channel

The quotient $(x\cosh x-\sinh x)/x^2$ is undefined at $x=0$, so a function on all real numbers needs a value chosen there. Here it is the limit, $0$, since the quotient behaves like $x/3$ for small $x$. With $i_1$ denoting this function, the main result is, for $p>0$ and every real $a$,

$$\int_0^\infty r^3e^{-pr^2}i_1(ar)\,dr=\frac{a\sqrt\pi\,e^{a^2/(4p)}}{8p^{5/2}}.$$

It gives a reference value for radial quadrature in effective-core-potential codes, in the case of one p-type Gaussian on the potential centre, one displaced s-type Gaussian and a potential that is a sum of Gaussians without further powers of $r$.

```lean
import Mathlib

open Real MeasureTheory Set Filter

namespace SemilocalPChannel

noncomputable section
```

These lines load the mathematical library Mathlib and open the names used below. `Ioi 0` will mean the open half-line $r>0$.

```lean
/-- The modified spherical Bessel function of order one, with its limiting value 0 at the origin. -/
def besselI1 (x : ℝ) : ℝ :=
  if x = 0 then 0 else (x * Real.cosh x - Real.sinh x) / x ^ 2
```

`besselI1` is $i_1$: it takes a real number and returns a real number, with the value at the origin written as a separate case.

```lean
/-- The radial part of a semilocal potential, expanded in Gaussians with coefficients `c`
and exponents `ζ`. -/
def ecpRadial {ι : Type*} [Fintype ι] (c ζ : ι → ℝ) (r : ℝ) : ℝ :=
  ∑ k, c k * Real.exp (-ζ k * r ^ 2)
```

This is the radial potential $U(r)=\sum_k c_ke^{-\zeta_kr^2}$. The index type `ι` is finite, and the coefficients and exponents may have either sign. Effective core potentials can also contain Gaussians multiplied by powers of $r$, such as $r^{-1}$ or $r^{-2}$; those terms are not covered here.

```lean
/-- The angular average, weighted by `t = cos θ`, of an s-type Gaussian with exponent `β` centred
at distance `R`, taken over the sphere of radius `r` about the potential centre. -/
def pProjection (β R r : ℝ) : ℝ :=
  (1 / 2) * ∫ t in (-1 : ℝ)..1, t * Real.exp (-β * (r ^ 2 + R ^ 2 - 2 * r * R * t))
```

Let an s-type Gaussian of exponent $\beta$ sit at distance $R$ from the potential centre, and let $t=\cos\theta$, where $\theta$ is the angle from the direction that points from the potential centre to this Gaussian. Its p-projection is modelled as

$$P(r)=\tfrac12\int_{-1}^1 t\,e^{-\beta(r^2+R^2-2rRt)}\,dt.$$

This is an angular average without the normalisation of $Y_{10}$; the missing constants are given at the end.

```lean
/-- The Bessel function multiplied by the square of its argument is `x cosh x - sinh x`. -/
theorem sq_mul_besselI1 (x : ℝ) :
    x ^ 2 * besselI1 x = x * Real.cosh x - Real.sinh x := by
  by_cases hx : x = 0
  · simp [hx]
  · rw [besselI1, if_neg hx]
    field_simp
```

In words: $x^2i_1(x)=x\cosh x-\sinh x$ for every $x$, including $0$. The proof splits into the two cases of the definition. Later proofs use this identity to avoid dividing by $r$.

```lean
/-- The integral of `t exp(x t)` over the cosine `t` of the polar angle is twice the
Bessel function of order one. -/
theorem integral_angular (x : ℝ) :
    ∫ t in (-1 : ℝ)..1, t * Real.exp (x * t) = 2 * besselI1 x := by
  by_cases hx : x = 0
  · simp [hx, besselI1]
  · have hd : ∀ t ∈ uIcc (-1 : ℝ) 1,
        HasDerivAt (fun t : ℝ => (t / x - 1 / x ^ 2) * Real.exp (x * t))
          (t * Real.exp (x * t)) t := by
      intro t _
      have h := (((hasDerivAt_id' t).div_const x).sub_const (1 / x ^ 2)).fun_mul
        ((hasDerivAt_id' t).const_mul x).exp
      refine h.congr_deriv ?_
      field_simp
      ring
    rw [intervalIntegral.integral_eq_sub_of_hasDerivAt hd
      (Continuous.intervalIntegrable (by fun_prop) _ _), besselI1, if_neg hx,
      Real.cosh_eq, Real.sinh_eq]
    simp only [mul_one, mul_neg]
    field_simp
    ring
```

The Bessel factor comes from the angular integral. For $x\neq0$, an antiderivative of $te^{xt}$ is $(t/x-1/x^2)e^{xt}$, so

$$\int_{-1}^1te^{xt}dt=\frac{2\cosh x}{x}-\frac{2\sinh x}{x^2}=2i_1(x).$$

For $x=0$ both sides vanish. In Lean, `hd` states the derivative, the fundamental theorem of calculus evaluates the integral, and `field_simp` and `ring` do the algebra.

```lean
/-- A power of `r` times a Gaussian times an exponential is integrable over the real line. -/
theorem integrable_pow_exp {p : ℝ} (hp : 0 < p) (a : ℝ) (n : ℕ) :
    Integrable (fun r : ℝ => r ^ n * Real.exp (-p * r ^ 2 + a * r)) := by
  have h : Integrable (fun r : ℝ => r ^ n * Real.exp (-(p / 2) * r ^ 2)) := by
    have h0 := integrable_rpow_mul_exp_neg_mul_sq (half_pos hp) (s := (n : ℝ))
      (by have : (0 : ℝ) ≤ n := n.cast_nonneg
          linarith)
    simpa only [Real.rpow_natCast] using h0
  refine (h.norm.const_mul (Real.exp (a ^ 2 / (2 * p)))).mono'
    (Continuous.aestronglyMeasurable (by fun_prop)) (Eventually.of_forall fun r => ?_)
  -- half of the Gaussian absorbs the growing exponential
  have key : Real.exp (-p * r ^ 2 + a * r)
      ≤ Real.exp (a ^ 2 / (2 * p)) * Real.exp (-(p / 2) * r ^ 2) := by
    rw [← Real.exp_add]
    apply Real.exp_le_exp.mpr
    have h1 : a ^ 2 / (2 * p) + -(p / 2) * r ^ 2 - (-p * r ^ 2 + a * r)
        = (p * r - a) ^ 2 / (2 * p) := by
      field_simp
      ring
    have h2 : 0 ≤ (p * r - a) ^ 2 / (2 * p) := by positivity
    linarith
  simp only [norm_mul, Real.norm_eq_abs, Real.abs_exp]
  calc |r ^ n| * Real.exp (-p * r ^ 2 + a * r)
      ≤ |r ^ n| * (Real.exp (a ^ 2 / (2 * p)) * Real.exp (-(p / 2) * r ^ 2)) :=
        mul_le_mul_of_nonneg_left key (abs_nonneg _)
    _ = _ := by ring
```

The argument `hp : 0 < p` is the hypothesis $p>0$. The claim is that $r^ne^{-pr^2+ar}$ is integrable over the real line for every natural number $n$. Half of the Gaussian controls the growing exponential:

$$\frac{a^2}{2p}-\frac p2r^2-(-pr^2+ar)=\frac{(pr-a)^2}{2p}\ge0.$$

The integrand is therefore bounded in size by a constant times $|r|^ne^{-pr^2/2}$. The step `key` is this inequality after exponentiation.

```lean
/-- Powers of `r` times a Gaussian times `cosh(a r)` or `sinh(a r)` are integrable. -/
theorem integrable_pow_cosh_sinh {p : ℝ} (hp : 0 < p) (a : ℝ) (n : ℕ) :
    Integrable (fun r : ℝ => r ^ n * Real.exp (-p * r ^ 2) * Real.cosh (a * r)) ∧
    Integrable (fun r : ℝ => r ^ n * Real.exp (-p * r ^ 2) * Real.sinh (a * r)) := by
  have h1 := integrable_pow_exp hp a n
  have h2 := integrable_pow_exp hp (-a) n
  constructor
  · refine ((h1.add h2).div_const 2).congr (Eventually.of_forall fun r => ?_)
    simp only [Pi.add_apply, Real.cosh_eq, Real.exp_add, neg_mul]
    ring
  · refine ((h1.sub h2).div_const 2).congr (Eventually.of_forall fun r => ?_)
    simp only [Pi.sub_apply, Real.sinh_eq, Real.exp_add, neg_mul]
    ring
```

Since $\cosh$ and $\sinh$ are half the sum and half the difference of $e^{ar}$ and $e^{-ar}$, the same integrability holds with either of them. The symbol `∧` means "and".

```lean
/-- The half-line integral of a Gaussian times `cosh(a r)`. -/
theorem integral_gaussian_cosh {p : ℝ} (hp : 0 < p) (a : ℝ) :
    ∫ r in Ioi (0 : ℝ), Real.exp (-p * r ^ 2) * Real.cosh (a * r)
      = √(π / p) / 2 * Real.exp (a ^ 2 / (4 * p)) := by
  -- complete the square on the whole line
  have gauss : ∀ b : ℝ, ∫ r : ℝ, Real.exp (-p * r ^ 2 + b * r)
      = Real.exp (b ^ 2 / (4 * p)) * √(π / p) := by
    intro b
    have h : ∀ r : ℝ, Real.exp (-p * r ^ 2 + b * r)
        = Real.exp (b ^ 2 / (4 * p)) * Real.exp (-p * (r - b / (2 * p)) ^ 2) := by
      intro r
      rw [← Real.exp_add]
      congr 1
      field_simp
      ring
    have h2 : ∫ r : ℝ, Real.exp (-p * (r - b / (2 * p)) ^ 2)
        = ∫ r : ℝ, Real.exp (-p * r ^ 2) :=
      integral_sub_right_eq_self (fun r : ℝ => Real.exp (-p * r ^ 2)) _
    simp only [h]
    rw [integral_const_mul, h2, integral_gaussian]
  have i1 : Integrable (fun r : ℝ => Real.exp (-p * r ^ 2 + a * r)) := by
    simpa only [pow_zero, one_mul] using integrable_pow_exp hp a 0
  have i2 : Integrable (fun r : ℝ => Real.exp (-p * r ^ 2 + -a * r)) := by
    simpa only [pow_zero, one_mul] using integrable_pow_exp hp (-a) 0
  have full : ∫ r : ℝ, Real.exp (-p * r ^ 2) * Real.cosh (a * r)
      = Real.exp (a ^ 2 / (4 * p)) * √(π / p) := by
    have e : ∀ r : ℝ, Real.exp (-p * r ^ 2) * Real.cosh (a * r)
        = (Real.exp (-p * r ^ 2 + a * r) + Real.exp (-p * r ^ 2 + -a * r)) / 2 := by
      intro r
      simp only [Real.cosh_eq, Real.exp_add, neg_mul]
      ring
    simp only [e]
    rw [integral_div, integral_add i1 i2, gauss a, gauss (-a), neg_sq]
    ring
  -- the integrand is even
  have hc : ∀ x : ℝ, Real.cosh (a * |x|) = Real.cosh (a * x) := by
    intro x
    rw [← Real.cosh_abs (a * |x|), abs_mul, abs_abs, ← abs_mul, Real.cosh_abs]
  have h := integral_comp_abs (f := fun r : ℝ => Real.exp (-p * r ^ 2) * Real.cosh (a * r))
  simp only [sq_abs, hc] at h
  rw [full] at h
  linarith
```

By hand, complete the square, $-pr^2+br=-p\left(r-\frac{b}{2p}\right)^2+\frac{b^2}{4p}$, and shift the variable:

$$\int_{-\infty}^\infty e^{-pr^2+br}dr=\sqrt{\frac\pi p}\,e^{b^2/(4p)}.$$

Averaging over $b=a$ and $b=-a$ gives the whole-line integral with $\cosh(ar)$. The integrand is even, so the half-line integral is

$$C=\frac12\sqrt{\frac\pi p}\,e^{a^2/(4p)}.$$

The steps `gauss` and `full` are the first two stages; `integral_comp_abs` supplies the evenness argument.

```lean
/-- Integration by parts reduces the Gaussian integral of `a r² cosh(a r) - r sinh(a r)` to that
of `cosh(a r)`. -/
theorem integral_by_parts {p : ℝ} (hp : 0 < p) (a : ℝ) :
    ∫ r in Ioi (0 : ℝ), Real.exp (-p * r ^ 2) *
        (a * r ^ 2 * Real.cosh (a * r) - r * Real.sinh (a * r))
      = a ^ 3 / (4 * p ^ 2) *
        ∫ r in Ioi (0 : ℝ), Real.exp (-p * r ^ 2) * Real.cosh (a * r) := by
  have hk : Integrable (fun r : ℝ =>
      a ^ 3 / (4 * p ^ 2) * (Real.exp (-p * r ^ 2) * Real.cosh (a * r))) := by
    have h := (integrable_pow_cosh_sinh hp a 0).1
    simp only [pow_zero, one_mul] at h
    exact h.const_mul _
  have hJ : Integrable (fun r : ℝ => Real.exp (-p * r ^ 2) *
      (a * r ^ 2 * Real.cosh (a * r) - r * Real.sinh (a * r))) := by
    refine (((integrable_pow_cosh_sinh hp a 2).1.const_mul a).sub
      (integrable_pow_cosh_sinh hp a 1).2).congr (Eventually.of_forall fun r => ?_)
    simp only [Pi.sub_apply, pow_one]
    ring
  -- the boundary term, which vanishes at the origin and at infinity
  have hG : Integrable (fun r : ℝ => Real.exp (-p * r ^ 2) *
      (a / (2 * p) * (r * Real.cosh (a * r))
        + (a ^ 2 / (2 * p) - 1) / (2 * p) * Real.sinh (a * r))) := by
    refine (((integrable_pow_cosh_sinh hp a 1).1.const_mul (a / (2 * p))).add
      ((integrable_pow_cosh_sinh hp a 0).2.const_mul
        ((a ^ 2 / (2 * p) - 1) / (2 * p)))).congr (Eventually.of_forall fun r => ?_)
    simp only [Pi.add_apply, pow_one, pow_zero]
    ring
  have hd : ∀ r : ℝ, HasDerivAt (fun r : ℝ => Real.exp (-p * r ^ 2) *
      (a / (2 * p) * (r * Real.cosh (a * r))
        + (a ^ 2 / (2 * p) - 1) / (2 * p) * Real.sinh (a * r)))
      (a ^ 3 / (4 * p ^ 2) * (Real.exp (-p * r ^ 2) * Real.cosh (a * r))
        - Real.exp (-p * r ^ 2) *
          (a * r ^ 2 * Real.cosh (a * r) - r * Real.sinh (a * r))) r := by
    intro r
    have h1 : HasDerivAt (fun r : ℝ => Real.exp (-p * r ^ 2))
        (Real.exp (-p * r ^ 2) * (-p * (2 * r))) r :=
      ((hasDerivAt_pow 2 r).const_mul (-p)).exp.congr_deriv (by norm_num)
    have h0 := (hasDerivAt_id' r).const_mul a
    have h := h1.fun_mul ((((hasDerivAt_id' r).fun_mul h0.cosh).const_mul (a / (2 * p))).fun_add
      (h0.sinh.const_mul ((a ^ 2 / (2 * p) - 1) / (2 * p))))
    refine h.congr_deriv ?_
    field_simp
    ring
  have ht := tendsto_zero_of_hasDerivAt_of_integrableOn_Ioi (a := (0 : ℝ))
    (fun r _ => hd r) (hk.sub hJ).integrableOn hG.integrableOn
  have hI : ∫ r in Ioi (0 : ℝ),
      (a ^ 3 / (4 * p ^ 2) * (Real.exp (-p * r ^ 2) * Real.cosh (a * r))
        - Real.exp (-p * r ^ 2) *
          (a * r ^ 2 * Real.cosh (a * r) - r * Real.sinh (a * r))) = 0 :=
    (integral_Ioi_of_hasDerivAt_of_tendsto' (a := (0 : ℝ)) (fun r _ => hd r)
      (hk.sub hJ).integrableOn ht).trans (by simp)
  rw [integral_sub hk.integrableOn hJ.integrableOn, integral_const_mul] at hI
  linarith
```

The theorem states

$$\int_0^\infty e^{-pr^2}\left(ar^2\cosh ar-r\sinh ar\right)dr=\frac{a^3}{4p^2}\,C.$$

To derive it, take

$$G(r)=e^{-pr^2}\left[\frac{a}{2p}r\cosh ar+\frac{1}{2p}\left(\frac{a^2}{2p}-1\right)\sinh ar\right].$$

Differentiating and collecting terms gives

$$G'(r)=\frac{a^3}{4p^2}e^{-pr^2}\cosh ar-e^{-pr^2}\left(ar^2\cosh ar-r\sinh ar\right).$$

$G$ vanishes at $0$ and at infinity, so $G'$ integrates to zero, which is the claim. The step `hd` checks the derivative. Lean obtains the limit at infinity, `ht`, from the integrability of $G$ and $G'$.

```lean
/-- The integrand of the p-channel radial integral is integrable over `r > 0`. -/
theorem integrableOn_pChannel {p : ℝ} (hp : 0 < p) (a : ℝ) :
    IntegrableOn (fun r : ℝ => r ^ 3 * Real.exp (-p * r ^ 2) * besselI1 (a * r)) (Ioi 0) := by
  by_cases ha : a = 0
  · simp [ha, besselI1]
  · refine Integrable.integrableOn ?_
    refine ((((integrable_pow_cosh_sinh hp a 2).1.const_mul a).sub
      (integrable_pow_cosh_sinh hp a 1).2).div_const (a ^ 2)).congr
      (Eventually.of_forall fun r => ?_)
    simp only [Pi.sub_apply, pow_one]
    rw [div_eq_iff (pow_ne_zero 2 ha)]
    linear_combination (-(r * Real.exp (-p * r ^ 2))) * sq_mul_besselI1 (a * r)
```

The integrand $r^3e^{-pr^2}i_1(ar)$ is integrable over $r>0$. For $a\ne0$ it is a combination of the functions already treated, divided by $a^2$; for $a=0$ it is zero.

Without $p>0$ this can fail. At $p=0$, $a=1$ the integrand is $r(r\cosh r-\sinh r)$, which grows without bound, and the integral diverges.

```lean
/-- The p-channel radial integral with a single Bessel factor, in closed form. -/
theorem integral_pChannel {p : ℝ} (hp : 0 < p) (a : ℝ) :
    ∫ r in Ioi (0 : ℝ), r ^ 3 * Real.exp (-p * r ^ 2) * besselI1 (a * r)
      = a * √π * Real.exp (a ^ 2 / (4 * p)) / (8 * p ^ (5 / 2 : ℝ)) := by
  by_cases ha : a = 0
  · simp [ha, besselI1]
  · have hpt : ∀ r : ℝ, a ^ 2 * (r ^ 3 * Real.exp (-p * r ^ 2) * besselI1 (a * r))
        = Real.exp (-p * r ^ 2) *
          (a * r ^ 2 * Real.cosh (a * r) - r * Real.sinh (a * r)) := by
      intro r
      linear_combination (r * Real.exp (-p * r ^ 2)) * sq_mul_besselI1 (a * r)
    have h : a ^ 2 * ∫ r in Ioi (0 : ℝ), r ^ 3 * Real.exp (-p * r ^ 2) * besselI1 (a * r)
        = ∫ r in Ioi (0 : ℝ), Real.exp (-p * r ^ 2) *
          (a * r ^ 2 * Real.cosh (a * r) - r * Real.sinh (a * r)) := by
      rw [← integral_const_mul]
      simp only [hpt]
    rw [integral_by_parts hp, integral_gaussian_cosh hp] at h
    have hpow : p ^ (5 / 2 : ℝ) = p ^ 2 * √p := by
      rw [show (5 / 2 : ℝ) = ((2 : ℕ) : ℝ) + 1 / 2 by norm_num, Real.rpow_add hp,
        Real.rpow_natCast, ← Real.sqrt_eq_rpow]
    have hs : √p ≠ 0 := (Real.sqrt_pos.mpr hp).ne'
    apply mul_left_cancel₀ (pow_ne_zero 2 ha)
    rw [h, Real.sqrt_div Real.pi_pos.le, hpow]
    field_simp
    ring
```

This is the main formula. If $a=0$, both sides vanish. Otherwise, the identity for $x^2i_1(x)$ at $x=ar$ gives

$$a^2r^3e^{-pr^2}i_1(ar)=e^{-pr^2}\left(ar^2\cosh ar-r\sinh ar\right).$$

Integrating and inserting the two previous results,

$$a^2\int_0^\infty r^3e^{-pr^2}i_1(ar)\,dr=\frac{a^3}{4p^2}\cdot\frac12\sqrt{\frac\pi p}\,e^{a^2/(4p)}.$$

Dividing by $a^2$ finishes the derivation. In the code, `hpt` is the pointwise identity, `h` its integrated form, and `hpow` the rule $p^{5/2}=p^2\sqrt p$.

```lean
/-- The p-projection of a displaced s-type Gaussian is a Gaussian times one Bessel factor. -/
theorem pProjection_eq (β R r : ℝ) :
    pProjection β R r = Real.exp (-β * (r ^ 2 + R ^ 2)) * besselI1 (2 * β * R * r) := by
  have e : ∀ t : ℝ, t * Real.exp (-β * (r ^ 2 + R ^ 2 - 2 * r * R * t))
      = Real.exp (-β * (r ^ 2 + R ^ 2)) * (t * Real.exp (2 * β * R * r * t)) := by
    intro t
    rw [show -β * (r ^ 2 + R ^ 2 - 2 * r * R * t)
      = -β * (r ^ 2 + R ^ 2) + 2 * β * R * r * t by ring, Real.exp_add]
    ring
  unfold pProjection
  simp only [e]
  rw [intervalIntegral.integral_const_mul, integral_angular]
  ring
```

Taking the factor independent of $t$ out of the angular integral leaves $te^{2\beta Rrt}$. The earlier result then gives

$$P(r)=e^{-\beta(r^2+R^2)}\,i_1(2\beta Rr).$$

```lean
/-- The radial integral of a Gaussian-expanded potential between a p-type Gaussian on the
potential centre and the p-projection of an s-type Gaussian at distance `R`. -/
theorem integral_semilocal {ι : Type*} [Fintype ι] (c ζ : ι → ℝ) (α β R : ℝ)
    (h : ∀ k, 0 < α + β + ζ k) :
    ∫ r in Ioi (0 : ℝ), r ^ 2 * (r * Real.exp (-α * r ^ 2)) * ecpRadial c ζ r * pProjection β R r
      = ∑ k, c k * (β * R * √π / (4 * (α + β + ζ k) ^ (5 / 2 : ℝ))) *
          Real.exp (-(β * (α + ζ k) * R ^ 2 / (α + β + ζ k))) := by
  -- collect the three Gaussians of each term into one
  have pt : ∀ r : ℝ,
      r ^ 2 * (r * Real.exp (-α * r ^ 2)) * ecpRadial c ζ r * pProjection β R r
      = ∑ k, (c k * Real.exp (-β * R ^ 2)) *
          (r ^ 3 * Real.exp (-(α + β + ζ k) * r ^ 2) * besselI1 (2 * β * R * r)) := by
    intro r
    rw [pProjection_eq, ecpRadial, Finset.mul_sum, Finset.sum_mul]
    refine Finset.sum_congr rfl fun k _ => ?_
    have e1 : Real.exp (-(α + β + ζ k) * r ^ 2)
        = Real.exp (-α * r ^ 2) * Real.exp (-β * r ^ 2) * Real.exp (-ζ k * r ^ 2) := by
      rw [← Real.exp_add, ← Real.exp_add]
      congr 1
      ring
    have e2 : Real.exp (-β * (r ^ 2 + R ^ 2))
        = Real.exp (-β * r ^ 2) * Real.exp (-β * R ^ 2) := by
      rw [← Real.exp_add]
      congr 1
      ring
    rw [e1, e2]
    ring
  simp only [pt]
  rw [MeasureTheory.integral_finsetSum _ (fun k _ =>
    (integrableOn_pChannel (h k) (2 * β * R)).const_mul (c k * Real.exp (-β * R ^ 2)))]
  refine Finset.sum_congr rfl fun k _ => ?_
  have hk : α + β + ζ k ≠ 0 := (h k).ne'
  have e3 : Real.exp (-(β * (α + ζ k) * R ^ 2 / (α + β + ζ k)))
      = Real.exp (-β * R ^ 2) * Real.exp ((2 * β * R) ^ 2 / (4 * (α + β + ζ k))) := by
    rw [← Real.exp_add]
    congr 1
    field_simp
    ring
  rw [integral_const_mul, integral_pChannel (h k), e3]
  ring

end

end SemilocalPChannel
```

Let the function on the centre have radial part $re^{-\alpha r^2}$, and write $p_k=\alpha+\beta+\zeta_k$. The hypothesis `h` says that every $p_k$ is positive: each product of three Gaussians must decay. Then

$$\int_0^\infty r^2\,(re^{-\alpha r^2})\,U(r)P(r)\,dr=\sum_k\frac{c_k\beta R\sqrt\pi}{4p_k^{5/2}}\exp\left(-\frac{\beta(\alpha+\zeta_k)R^2}{p_k}\right).$$

The step `pt` writes the integrand as a sum of terms

$$c_ke^{-\beta R^2}r^3e^{-p_kr^2}i_1(2\beta Rr).$$

Integrability allows the sum and integral to be exchanged. The main formula with $a=2\beta R$ evaluates each term, and `e3` combines the exponents through $-\beta R^2+\beta^2R^2/p_k=-\beta(\alpha+\zeta_k)R^2/p_k$.

In a sum of several terms, a single non-decaying one can make the stated equation false. Take $\alpha=\beta=R=1$, $c=(1,1)$ and $\zeta=(0,-2)$, so that $p_2=0$. The integral diverges; Lean gives both it and the division by zero the value $0$, yet the first term on the right is positive, so the equation is false.

The theorem concerns the radial integral alone. For the unnormalised functions $r\cos\theta\,e^{-\alpha r^2}$ and the displaced s-type Gaussian, the usual $l=1$ projector gives a matrix element $4\pi$ times this integral. If $\alpha,\beta>0$, normalising the two functions brings in the further factors $(128\alpha^5/\pi^3)^{1/4}$ and $(2\beta/\pi)^{3/4}$. These conversion factors come from standard angular and Gaussian integrals and are not part of the Lean theorem.

```lean
#print axioms SemilocalPChannel.integral_pChannel
#print axioms SemilocalPChannel.integral_semilocal
```

```
'SemilocalPChannel.integral_pChannel' depends on axioms: [propext, Classical.choice, Quot.sound]
'SemilocalPChannel.integral_semilocal' depends on axioms: [propext, Classical.choice, Quot.sound]
```
